# Straight-line phases in a uniform magnetic field: they compose for all points only at zero field

If I assume that straight-line magnetic phases compose, so that going from c to b and on to a gives the same phase as going directly from c to a, I lose the magnetic flux through the triangle. For a uniform field B and points r, s in ℝ³, the phase from s to r, in the symmetric gauge and in units where q/ħ = 1 for a particle of charge q, is

f(r,s) = B·(s × r)/2.

I believe that

f(a,b) + f(b,c) + f(c,a) = −B·((b − a) × (c − a))/2,

and that this vanishes for all a, b, c only when B = 0. Can this be made rigorous and machine-checked, including the case where only the factors exp(i f) matter?

## The loop sum and the flux

Yes. Start from the symmetric-gauge vector potential A(x) = (B × x)/2. On the segment x(t) = s + t(r − s), with t from 0 to 1,

A(x(t))·(r − s) = (B × s)·(r − s)/2 + t (B × (r − s))·(r − s)/2.

The last term is zero, and so is (B × s)·s. What remains is (B × s)·r/2 = B·(s × r)/2, independent of t, so f(r,s) is the line integral of A from s to r.

Write Φ = B·((b − a) × (c − a))/2 for the flux. Since a × a = 0,

(b − a) × (c − a) = b × c − b × a − a × c = −(b × a + c × b + a × c).

Taking the product with B/2 gives f(a,b) + f(b,c) + f(c,a) = −Φ. The sign is easily lost: f(a,b) runs from b to a, so the loop is traversed against the orientation a, b, c that defines Φ.

If B = 0, every sum vanishes. If B ≠ 0, some component is nonzero, say B₀, counting from 0. For any real φ, the triangle with corners 0, (0, 1, 0) and (0, 0, 2φ/B₀) has flux B₀(2φ/B₀)/2 = φ; the other components follow by cyclic permutation. Choosing φ = 1 gives a nonzero loop sum.

Because f(c,a) = −f(a,c), the loop identity also gives

exp(i f(a,b)) exp(i f(b,c)) = exp(−iΦ) exp(i f(a,c)).

A nonzero flux is not enough to spoil composition here, since Φ = 2π gives a factor of 1. A triangle with Φ = π gives −1 and settles the matter.

Finally, if f(r,s) = g(r) − g(s) for some function g, the loop sum telescopes to zero, so B = 0. Conversely, g = 0 works at zero field.

## The statements and their proofs in Lean

`Vec` is ℝ³ with components 0, 1, 2; `⨯₃` and `⬝ᵥ` are the cross and dot products. `linePhase` is f, `triangleFlux` is Φ, defined as B dotted with the oriented area vector, and `phaseFactor` is exp(i f), in units where q/ħ = 1 for a particle of charge q. The function g in `linePhase_eq_sub_iff` is arbitrary, not even assumed continuous.

```lean
import Mathlib

open Matrix

namespace StraightLineMagneticPhase

noncomputable section

/-- Points and fields in three-dimensional space. -/
abbrev Vec := Fin 3 → ℝ

/-- The symmetric-gauge vector potential `A(x) = (B × x)/2` of a uniform field `B`. -/
def vectorPotential (B x : Vec) : Vec := (1 / 2 : ℝ) • (B ⨯₃ x)

/-- The straight-line magnetic phase `f(r,s) = B·(s × r)/2`. -/
def linePhase (B r s : Vec) : ℝ := (B ⬝ᵥ (s ⨯₃ r)) / 2

/-- The flux of the uniform field `B` through the oriented triangle `a, b, c`. -/
def triangleFlux (B a b c : Vec) : ℝ := (B ⬝ᵥ ((b - a) ⨯₃ (c - a))) / 2

/-- The complex phase factor `exp(i f(r,s))`. -/
def phaseFactor (B r s : Vec) : ℂ := Complex.exp ((linePhase B r s : ℂ) * Complex.I)

/-- The scalar triple product written out in Cartesian components. -/
lemma triple_coord (B u v : Vec) :
    B ⬝ᵥ (u ⨯₃ v) = B 0 * (u 1 * v 2 - u 2 * v 1) + B 1 * (u 2 * v 0 - u 0 * v 2)
      + B 2 * (u 0 * v 1 - u 1 * v 0) := by
  simp [cross_apply, dotProduct, Fin.sum_univ_three]

/-- The phase `f(r,s)` is the line integral of the symmetric-gauge vector potential along
the straight segment from `s` to `r`. -/
theorem integral_vectorPotential (B r s : Vec) :
    ∫ t in (0 : ℝ)..1, vectorPotential B (s + t • (r - s)) ⬝ᵥ (r - s)
      = linePhase B r s := by
  -- the component of the potential along the segment is constant
  have h : ∀ t : ℝ, vectorPotential B (s + t • (r - s)) ⬝ᵥ (r - s) = linePhase B r s := by
    intro t
    rw [vectorPotential, smul_dotProduct, dotProduct_comm, triple_coord, linePhase,
      triple_coord]
    simp only [Pi.add_apply, Pi.sub_apply, Pi.smul_apply, smul_eq_mul]
    ring
  simp only [h, intervalIntegral.integral_const, sub_zero, one_smul]

/-- The three straight-line phases around a triangle add up to minus the magnetic flux
through it. -/
theorem linePhase_loop (B a b c : Vec) :
    linePhase B a b + linePhase B b c + linePhase B c a = -triangleFlux B a b c := by
  simp only [linePhase, triangleFlux, triple_coord, Pi.sub_apply]
  ring

/-- In a nonzero uniform field, every real value is the flux through some triangle with a
corner at the origin. -/
theorem exists_triangleFlux_eq {B : Vec} (hB : B ≠ 0) (φ : ℝ) :
    ∃ b c : Vec, triangleFlux B 0 b c = φ := by
  have h : B 0 ≠ 0 ∨ B 1 ≠ 0 ∨ B 2 ≠ 0 := by
    by_contra! h
    exact hB (by ext i; fin_cases i <;> simp [h.1, h.2.1, h.2.2])
  -- take a right triangle perpendicular to an axis along which the field does not vanish
  rcases h with h | h | h
  · refine ⟨![0, 1, 0], ![0, 0, 2 * φ / B 0], ?_⟩
    simp [triangleFlux, triple_coord]
    field_simp
  · refine ⟨![0, 0, 1], ![2 * φ / B 1, 0, 0], ?_⟩
    simp [triangleFlux, triple_coord]
    field_simp
  · refine ⟨![1, 0, 0], ![0, 2 * φ / B 2, 0], ?_⟩
    simp [triangleFlux, triple_coord]
    field_simp

/-- The straight-line phases around every triangle sum to zero if and only if the magnetic
field vanishes. -/
theorem linePhase_loop_eq_zero_iff (B : Vec) :
    (∀ a b c : Vec, linePhase B a b + linePhase B b c + linePhase B c a = 0) ↔ B = 0 := by
  constructor
  · intro h
    by_contra hB
    -- a triangle of unit flux contradicts the vanishing loop sum
    obtain ⟨b, c, hbc⟩ := exists_triangleFlux_eq hB 1
    have h1 := linePhase_loop B 0 b c
    rw [h 0 b c, hbc] at h1
    norm_num at h1
  · rintro rfl a b c
    simp [linePhase]

/-- The straight-line phase is a difference `g(r) - g(s)` of a scalar function if and only if
the magnetic field vanishes. -/
theorem linePhase_eq_sub_iff (B : Vec) :
    (∃ g : Vec → ℝ, ∀ r s : Vec, linePhase B r s = g r - g s) ↔ B = 0 := by
  constructor
  · rintro ⟨g, hg⟩
    apply (linePhase_loop_eq_zero_iff B).1
    intro a b c
    rw [hg a b, hg b c, hg c a]
    ring
  · rintro rfl
    exact ⟨fun _ => 0, fun r s => by simp [linePhase]⟩

/-- Two successive phase factors equal the direct one times `exp(-i Φ)`, where `Φ` is the flux
through the triangle spanned by the three points. -/
theorem phaseFactor_mul (B a b c : Vec) :
    phaseFactor B a b * phaseFactor B b c
      = Complex.exp (-(triangleFlux B a b c : ℂ) * Complex.I) * phaseFactor B a c := by
  have h : linePhase B a b + linePhase B b c
      = -triangleFlux B a b c + linePhase B a c := by
    simp only [linePhase, triangleFlux, triple_coord, Pi.sub_apply]
    ring
  have h' : (linePhase B a b : ℂ) + (linePhase B b c : ℂ)
      = -(triangleFlux B a b c : ℂ) + (linePhase B a c : ℂ) := by
    exact_mod_cast h
  simp only [phaseFactor, ← Complex.exp_add]
  congr 1
  linear_combination Complex.I * h'

/-- The phase factors compose exactly for all triples of points if and only if the magnetic
field vanishes. -/
theorem phaseFactor_mul_eq_iff (B : Vec) :
    (∀ a b c : Vec, phaseFactor B a b * phaseFactor B b c = phaseFactor B a c) ↔ B = 0 := by
  constructor
  · intro h
    by_contra hB
    -- a triangle of flux π reverses the sign of the composed phase factor
    obtain ⟨b, c, hbc⟩ := exists_triangleFlux_eq hB Real.pi
    have h1 := phaseFactor_mul B 0 b c
    have e : Complex.exp (-(Real.pi : ℂ) * Complex.I) = -1 := by
      rw [neg_mul, Complex.exp_neg, Complex.exp_pi_mul_I]
      norm_num
    rw [h 0 b c, hbc, e] at h1
    have h2 : phaseFactor B 0 c = 0 := by linear_combination h1 / 2
    exact Complex.exp_ne_zero _ h2
  · rintro rfl a b c
    simp [phaseFactor, linePhase]

end

end StraightLineMagneticPhase
```

```lean
#print axioms StraightLineMagneticPhase.integral_vectorPotential
#print axioms StraightLineMagneticPhase.linePhase_loop_eq_zero_iff
#print axioms StraightLineMagneticPhase.linePhase_eq_sub_iff
#print axioms StraightLineMagneticPhase.phaseFactor_mul_eq_iff
```

```
'StraightLineMagneticPhase.integral_vectorPotential' depends on axioms: [propext, Classical.choice, Quot.sound]
'StraightLineMagneticPhase.linePhase_loop_eq_zero_iff' depends on axioms: [propext, Classical.choice, Quot.sound]
'StraightLineMagneticPhase.linePhase_eq_sub_iff' depends on axioms: [propext, Classical.choice, Quot.sound]
'StraightLineMagneticPhase.phaseFactor_mul_eq_iff' depends on axioms: [propext, Classical.choice, Quot.sound]
```

`triple_coord` writes the triple product in components, after which `ring` does the vector algebra. In `integral_vectorPotential`, the inner `h` states that the integrand is constant. `exists_triangleFlux_eq` splits on which component of B is nonzero and supplies the triangles above. `linePhase_loop_eq_zero_iff` uses flux 1 to reach 0 = −1, and `linePhase_eq_sub_iff` reduces to it by telescoping.

`phaseFactor_mul` carries the real phase identity over to complex exponents. With flux π, `phaseFactor_mul_eq_iff` makes a phase factor equal to its own negative, hence zero, which an exponential never is.

The equivalences quantify over all points of space. On a restricted set of sites, finite or infinite, the phases may compose even for B ≠ 0, for instance when all sites lie on one line. Non-uniform fields are not treated.

Phases of this form appear in gauge-including projector augmented-wave methods and in Peierls-type hopping models. In a hopping model the sites are restricted, so the theorems above do not decide whether the phases can be absorbed into a phase attached to each site. That is possible exactly when the phases around every closed loop of hoppings add up to a multiple of 2π.

The same expansion, done by hand and not in the file, covers a shifted gauge origin d: replacing A by B × (x − d)/2 adds g(r) − g(s) to f(r,s), with g(x) = −B·(d × x)/2, so the loop sum is unchanged.
